# For an orbital coupled to levels above both nodes, the two-node estimate of an enclosed ground energy is too low

Take one orbital of energy a and finitely many levels of energies d_i. The orbital couples to level i with the real strength v_i, the levels don't couple to each other, and all these states are orthonormal. A real state has the amplitude c on the orbital and x_i on level i; its squared norm and energy form are

N = c² + Σ x_i²

⟨ψ, Hψ⟩ = a c² + 2c Σ v_i x_i + Σ d_i x_i².

The eigenvalue equation for level i reads v_i c + d_i x_i = E x_i, so x_i = −c v_i/(d_i − E) when E ≠ d_i. Inserting this in the orbital's equation, a c + Σ v_i x_i = E c, leaves for c ≠ 0 the condition K(E) = 0, with

K(E) = E − a + Σ v_i²/(d_i − E).

From here on, E denotes a root of K, and the nodes e0 and e1 are two energies with e0 < E < e1 and e1 < d_i for all i. The two-node estimate W is the zero of the straight line through the values of K at the nodes:

W = e1 − K(e1)(e1 − e0)/(K(e1) − K(e0)).

If at least one v_i is nonzero, then e0 < W < E. Moreover, E is the ground energy, so W lies below the energy of every normalised trial state. Multiple-scattering methods work with energy-dependent matrices that can be interpolated between a few energies; for one electron, one orbital and finitely many eliminated levels, the result fixes the sign of the error in the ground energy when K is interpolated linearly between two nodes that enclose this energy and lie below all levels.

## The error of the chord

For two energies x and y below all d_i,

1/(d_i − y) − 1/(d_i − x) = (y − x)/((d_i − x)(d_i − y)).

Multiplying by v_i², summing and adding the linear part of K gives

K(y) − K(x) = (y − x) S(x, y), with S(x, y) = 1 + Σ v_i²/((d_i − x)(d_i − y)).

All denominators are positive, so S(x, y) ≥ 1 and K increases. In particular K(e0) < 0 < K(e1).

The estimate can now be written as W = e1 − K(e1)/S(e0, e1). Since K(E) = 0, also K(e1) = (e1 − E) S(E, e1). Therefore

E − W = (e1 − E)(S(E, e1) − S(e0, e1))/S(e0, e1).

The same identity for differences of reciprocals, applied to S, gives

S(E, e1) − S(e0, e1) = (E − e0) T, with T = Σ v_i²/((d_i − e0)(d_i − E)(d_i − e1)),

and hence the exact error

E − W = (e1 − E)(E − e0) T/S(e0, e1).

One nonzero coupling makes T positive, and then W < E. For the lower bound, K(e0) < 0 < K(e1) puts the ratio K(e1)/(K(e1) − K(e0)) strictly between 0 and 1. The step down from e1 is thus shorter than e1 − e0, and W > e0. If all couplings vanish, K is a straight line, T = 0 and W = E.

## The root as the ground energy

Completing the square for each level gives

⟨ψ, Hψ⟩ − E N = Σ (d_i − E)(x_i + c v_i/(d_i − E))² − K(E) c².

At the root the last term vanishes and the squares have positive weights, so ⟨ψ, Hψ⟩ ≥ E N. Equality holds for c = 1, x_i = −v_i/(d_i − E). To normalise this state, divide its amplitudes by the square root of 1 + Σ v_i²/(d_i − E)²; its energy is then E. Because W < E, no normalised trial state has the energy W or a lower one. In this sense the estimate is non-variational and too low.

## One level, with numbers

Let a = 0 and take a single level with d = 3 and v = 2. Then K(E) = E + 4/(3 − E), whose root below the level is E = −1. The nodes e0 = −2 and e1 = 0 give K(e0) = −6/5 and K(e1) = 4/3, so W = −20/19. The formula agrees: T = 1/15 and S(e0, e1) = 19/15, so the error is 1/19. The normalised ground state has the amplitudes 2/√5 and −1/√5.

The same numbers show why the upper node is kept below the level. With e1 = 5 instead, K(e1) = 3 and W = 0, which is above E. It is therefore not enough to ask that e1 differ from d.

With no levels at all, K(E) = E − a and the estimate is exact.

## The model in Lean

The levels are indexed by a finite type `ι`, which may be empty.

```lean
import Mathlib

open Finset

namespace TwoNodeEnergyEstimate

noncomputable section

variable {ι : Type*} [Fintype ι]
```

The couplings and level energies are functions `v d : ι → ℝ`. The energy function is defined for every real argument, but the theorems use it only below all levels.

```lean
/-- The energy function `K(E) = E - a + ∑ vᵢ² / (dᵢ - E)` of an orbital of energy `a` coupled
by `vᵢ` to eliminated levels `dᵢ`; its domain is `E ≠ dᵢ` for all `i`. -/
def K (a : ℝ) (v d : ι → ℝ) (E : ℝ) : ℝ :=
  E - a + ∑ i, v i ^ 2 / (d i - E)
```

The next two definitions are S(x, y) and the sum T, the latter with its three energies as arguments.

```lean
/-- The slope of the chord of `K` between the energies `x` and `y`, or of the tangent if `x = y`;
both energies differ from every `dᵢ`. -/
def chordSlope (v d : ι → ℝ) (x y : ℝ) : ℝ :=
  1 + ∑ i, v i ^ 2 / ((d i - x) * (d i - y))

/-- The second divided difference of `K` at the energies `x`, `y`, `z`, all different from
every `dᵢ`. -/
def chordCurvature (v d : ι → ℝ) (x y z : ℝ) : ℝ :=
  ∑ i, v i ^ 2 / ((d i - x) * (d i - y) * (d i - z))
```

W is `twoNode a v d e0 e1`.

```lean
/-- The two-node estimate: the zero of the straight line through the values of `K` at `e0`
and `e1`, for `K(e0) ≠ K(e1)` and nodes different from every `dᵢ`. -/
def twoNode (a : ℝ) (v d : ι → ℝ) (e0 e1 : ℝ) : ℝ :=
  e1 - K a v d e1 * (e1 - e0) / (K a v d e1 - K a v d e0)
```

The full Hamiltonian enters through its quadratic form and not as a matrix. Orthonormality of the basis is expressed by the squared norm `c ^ 2 + ∑ i, x i ^ 2` in the later statements.

```lean
/-- The energy form `⟨ψ, Hψ⟩` of the full Hamiltonian in the real state `ψ` with amplitude `c`
on the orbital and amplitudes `xᵢ` on the levels `dᵢ`. -/
def energy (a : ℝ) (v d : ι → ℝ) (c : ℝ) (x : ι → ℝ) : ℝ :=
  a * c ^ 2 + 2 * c * ∑ i, v i * x i + ∑ i, d i * x i ^ 2
```

## Slope and exact error in Lean

The slope is positive because it is 1 plus a sum of nonnegative terms.

```lean
/-- Below all levels `dᵢ` the chords of `K` have positive slope. -/
theorem chordSlope_pos (v d : ι → ℝ) {x y : ℝ} (hx : ∀ i, x < d i) (hy : ∀ i, y < d i) :
    0 < chordSlope v d x y := by
  have h : 0 ≤ ∑ i, v i ^ 2 / ((d i - x) * (d i - y)) :=
    sum_nonneg fun i _ => div_nonneg (sq_nonneg _)
      (mul_nonneg (sub_pos.2 (hx i)).le (sub_pos.2 (hy i)).le)
  unfold chordSlope
  linarith
```

The difference formula for K is proved level by level: `sum_congr` reduces the sums to single terms, and `field_simp` followed by `ring` verifies the identity for reciprocals.

```lean
/-- Below all levels `dᵢ`, the difference `K(y) - K(x)` is `y - x` times the chord slope. -/
theorem K_sub (a : ℝ) (v d : ι → ℝ) {x y : ℝ} (hx : ∀ i, x < d i) (hy : ∀ i, y < d i) :
    K a v d y - K a v d x = (y - x) * chordSlope v d x y := by
  have h : ∑ i, v i ^ 2 / (d i - y) - ∑ i, v i ^ 2 / (d i - x)
      = (y - x) * ∑ i, v i ^ 2 / ((d i - x) * (d i - y)) := by
    rw [← sum_sub_distrib, mul_sum]
    refine sum_congr rfl fun i _ => ?_
    have h1 : d i - x ≠ 0 := (sub_pos.2 (hx i)).ne'
    have h2 : d i - y ≠ 0 := (sub_pos.2 (hy i)).ne'
    field_simp
    ring
  unfold K chordSlope
  linear_combination h
```

The error formula needs only distinct nodes and a root, all below the levels; the nodes needn't enclose the root.

```lean
/-- Exact error of the two-node estimate: for distinct nodes and a root `E` of `K`, all below the
levels `dᵢ`, the estimate `W` has the error `E - W = (e1 - E) * (E - e0) * curvature / slope`. -/
theorem twoNode_error (a : ℝ) (v d : ι → ℝ) {e0 E e1 : ℝ} (hne : e0 ≠ e1)
    (h0 : ∀ i, e0 < d i) (hE : ∀ i, E < d i) (h1 : ∀ i, e1 < d i) (hK : K a v d E = 0) :
    E - twoNode a v d e0 e1
      = (e1 - E) * (E - e0) * chordCurvature v d e0 E e1 / chordSlope v d e0 e1 := by
  have hS := (chordSlope_pos v d h0 h1).ne'
  have hn : e1 - e0 ≠ 0 := sub_ne_zero.2 hne.symm
  -- the correction step times the chord slope is `K(e1)`
  have hq : K a v d e1 * (e1 - e0) / (K a v d e1 - K a v d e0) * chordSlope v d e0 e1
      = K a v d e1 := by
    rw [K_sub a v d h0 h1]
    field_simp
  have hK1 := K_sub a v d hE h1
  -- the chord slope changes in proportion to the curvature
  have hT : chordSlope v d E e1 - chordSlope v d e0 e1
      = (E - e0) * chordCurvature v d e0 E e1 := by
    unfold chordSlope chordCurvature
    rw [add_sub_add_left_eq_sub, ← sum_sub_distrib, mul_sum]
    refine sum_congr rfl fun i _ => ?_
    have g0 : d i - e0 ≠ 0 := (sub_pos.2 (h0 i)).ne'
    have g : d i - E ≠ 0 := (sub_pos.2 (hE i)).ne'
    have g1 : d i - e1 ≠ 0 := (sub_pos.2 (h1 i)).ne'
    field_simp
    ring
  rw [eq_div_iff hS]
  unfold twoNode
  linear_combination hq + hK1 + hK + (e1 - E) * hT
```

Inside the proof, `hq` says that the correction step times S(e0, e1) is K(e1), `hK1` is the difference formula between E and e1, and `hT` is the difference of slopes. After `eq_div_iff` has cleared the denominator S(e0, e1), a single line combines them:

`linear_combination hq + hK1 + hK + (e1 - E) * hT`

This tactic takes equations with coefficients, subtracts their weighted sum from the goal, and asks `ring` to confirm that nothing remains. Write q for the correction step, so that W = e1 − q. The four equations are

q S(e0, e1) = K(e1)

K(e1) − K(E) = (e1 − E) S(E, e1)

K(E) = 0

S(E, e1) − S(e0, e1) = (E − e0) T.

With the last one multiplied by e1 − E, their sum loses K(e1), K(E) and S(E, e1) by cancellation. What is left is (q − e1 + E) S(e0, e1) = (e1 − E)(E − e0) T, which is the goal. The coefficients record the substitutions made by hand, and `ring` never has to look inside the sums over levels.

## The strict bounds in Lean

The hypothesis `hv : ∃ i, v i ≠ 0` asks for one nonzero coupling; the others may vanish. The ordering `h0E`, `hE1`, `h1` places e0, E, e1 and the levels as above. That K has a root between the nodes is assumed in `hK`, not derived.

```lean
/-- If at least one coupling is nonzero and the nodes enclose a root `E` of `K` below all
levels `dᵢ`, the upper node included, then the two-node estimate lies strictly between the
lower node and `E`. -/
theorem twoNode_too_low (a : ℝ) (v d : ι → ℝ) {e0 E e1 : ℝ} (hv : ∃ i, v i ≠ 0)
    (h0E : e0 < E) (hE1 : E < e1) (h1 : ∀ i, e1 < d i) (hK : K a v d E = 0) :
    e0 < twoNode a v d e0 e1 ∧ twoNode a v d e0 e1 < E := by
  have hE : ∀ i, E < d i := fun i => hE1.trans (h1 i)
  have h0 : ∀ i, e0 < d i := fun i => h0E.trans (hE i)
  constructor
  · -- `K` changes sign between the nodes, so the chord vanishes above `e0`
    have k0 := K_sub a v d h0 hE
    have k1 := K_sub a v d hE h1
    have p0 := mul_pos (sub_pos.2 h0E) (chordSlope_pos v d h0 hE)
    have p1 := mul_pos (sub_pos.2 hE1) (chordSlope_pos v d hE h1)
    have n0 : 0 < -K a v d e0 := by linarith
    have n1 : 0 < K a v d e1 - K a v d e0 := by linarith
    have hstep : K a v d e1 * (e1 - e0) / (K a v d e1 - K a v d e0) < e1 - e0 := by
      rw [div_lt_iff₀ n1]
      nlinarith [mul_pos (sub_pos.2 (h0E.trans hE1)) n0]
    unfold twoNode
    linarith
  · -- positive curvature makes the error positive
    have hpos : ∀ i, 0 < (d i - e0) * (d i - E) * (d i - e1) := fun i =>
      mul_pos (mul_pos (sub_pos.2 (h0 i)) (sub_pos.2 (hE i))) (sub_pos.2 (h1 i))
    have hT : 0 < chordCurvature v d e0 E e1 := by
      obtain ⟨j, hj⟩ := hv
      exact sum_pos' (fun i _ => div_nonneg (sq_nonneg _) (hpos i).le)
        ⟨j, mem_univ j, div_pos (pow_pos (abs_pos.2 hj) 2 |>.trans_eq (sq_abs _)) (hpos j)⟩
    have herr := twoNode_error a v d (h0E.trans hE1).ne h0 hE h1 hK
    have hp := div_pos (mul_pos (mul_pos (sub_pos.2 hE1) (sub_pos.2 h0E)) hT)
      (chordSlope_pos v d h0 h1)
    linarith
```

The first half obtains the signs of K at the nodes from `K_sub` and `chordSlope_pos`. Then `div_lt_iff₀` turns the bound on the step into a product inequality, which follows from (e1 − e0)(−K(e0)) > 0. The second half uses `sum_pos'`: a sum of nonnegative terms with one positive term is positive. This gives T > 0, and the error formula finishes the argument.

Exactness is then characterised. One direction is the strict bound read backwards, and the other puts T = 0 in the error formula.

```lean
/-- For nodes enclosing a root `E` of `K`, all below the levels `dᵢ`, the two-node estimate is
exact if and only if every coupling vanishes. -/
theorem twoNode_exact_iff (a : ℝ) (v d : ι → ℝ) {e0 E e1 : ℝ}
    (h0E : e0 < E) (hE1 : E < e1) (h1 : ∀ i, e1 < d i) (hK : K a v d E = 0) :
    twoNode a v d e0 e1 = E ↔ ∀ i, v i = 0 := by
  constructor
  · intro h i
    by_contra hi
    exact (twoNode_too_low a v d ⟨i, hi⟩ h0E hE1 h1 hK).2.ne h
  · intro hv
    have hE : ∀ i, E < d i := fun i => hE1.trans (h1 i)
    have h := twoNode_error a v d (h0E.trans hE1).ne (fun i => h0E.trans (hE i)) hE h1 hK
    have hT : chordCurvature v d e0 E e1 = 0 := by simp [chordCurvature, hv]
    rw [hT, mul_zero, zero_div] at h
    linarith
```

## Trial states in Lean

The completed squares are an identity for every energy `E` below the levels, root or not.

```lean
/-- Completing the squares: below all levels `dᵢ`, the energy form measured from `E` is a
weighted sum of squares minus `K(E)` times the squared orbital amplitude. -/
theorem energy_sub (a : ℝ) (v d : ι → ℝ) {E : ℝ} (hE : ∀ i, E < d i) (c : ℝ) (x : ι → ℝ) :
    energy a v d c x - E * (c ^ 2 + ∑ i, x i ^ 2)
      = ∑ i, (d i - E) * (x i + c * (v i / (d i - E))) ^ 2 - K a v d E * c ^ 2 := by
  have h : ∑ i, (d i - E) * (x i + c * (v i / (d i - E))) ^ 2
      = ∑ i, d i * x i ^ 2 - E * ∑ i, x i ^ 2 + 2 * c * ∑ i, v i * x i
        + c ^ 2 * ∑ i, v i ^ 2 / (d i - E) := by
    rw [mul_sum, mul_sum, mul_sum, ← sum_sub_distrib, ← sum_add_distrib, ← sum_add_distrib]
    refine sum_congr rfl fun i _ => ?_
    have g : d i - E ≠ 0 := (sub_pos.2 (hE i)).ne'
    field_simp
    ring
  unfold energy K
  linear_combination -h
```

At a root, the identity yields both parts of the next theorem. The inequality holds for all real amplitudes, and the equality exhibits a state, in general not normalised, that attains it, so "ground energy" means here the attained minimum of energy per squared norm.

```lean
/-- A root `E` of `K` below all levels `dᵢ` is the ground energy of the full Hamiltonian: no nonzero
real state has a lower energy per squared norm, and the state with amplitudes `1` and
`-vᵢ / (dᵢ - E)` attains it. -/
theorem root_is_ground_energy (a : ℝ) (v d : ι → ℝ) {E : ℝ} (hE : ∀ i, E < d i)
    (hK : K a v d E = 0) :
    (∀ c x, E * (c ^ 2 + ∑ i, x i ^ 2) ≤ energy a v d c x) ∧
      energy a v d 1 (fun i => -(v i / (d i - E)))
        = E * (1 ^ 2 + ∑ i, (-(v i / (d i - E))) ^ 2) := by
  constructor
  · intro c x
    have h := energy_sub a v d hE c x
    have hs : 0 ≤ ∑ i, (d i - E) * (x i + c * (v i / (d i - E))) ^ 2 :=
      sum_nonneg fun i _ => mul_nonneg (sub_pos.2 (hE i)).le (sq_nonneg _)
    rw [hK, zero_mul] at h
    linarith
  · have h := energy_sub a v d hE 1 (fun i => -(v i / (d i - E)))
    have hz : ∑ i, (d i - E) * (-(v i / (d i - E)) + 1 * (v i / (d i - E))) ^ 2 = 0 :=
      sum_eq_zero fun i _ => by ring
    simp only [hz] at h
    linear_combination h - hK
```

The last theorem divides by the squared norm, assumed positive in `hx`, and chains W < E with the minimum property.

```lean
/-- With at least one nonzero coupling and nodes enclosing a root of `K`, all below the levels `dᵢ`,
the two-node estimate is strictly below the energy per squared norm of every nonzero real trial
state. -/
theorem twoNode_below_every_trial_state (a : ℝ) (v d : ι → ℝ) {e0 E e1 : ℝ}
    (hv : ∃ i, v i ≠ 0) (h0E : e0 < E) (hE1 : E < e1) (h1 : ∀ i, e1 < d i)
    (hK : K a v d E = 0) (c : ℝ) (x : ι → ℝ) (hx : 0 < c ^ 2 + ∑ i, x i ^ 2) :
    twoNode a v d e0 e1 < energy a v d c x / (c ^ 2 + ∑ i, x i ^ 2) := by
  have hg := (root_is_ground_energy a v d (fun i => hE1.trans (h1 i)) hK).1 c x
  exact (twoNode_too_low a v d hv h0E hE1 h1 hK).2.trans_le ((le_div_iff₀ hx).2 hg)

end

end TwoNodeEnergyEstimate
```

```lean
#print axioms TwoNodeEnergyEstimate.twoNode_too_low
#print axioms TwoNodeEnergyEstimate.twoNode_exact_iff
#print axioms TwoNodeEnergyEstimate.twoNode_below_every_trial_state
```

```
'TwoNodeEnergyEstimate.twoNode_too_low' depends on axioms: [propext, Classical.choice, Quot.sound]
'TwoNodeEnergyEstimate.twoNode_exact_iff' depends on axioms: [propext, Classical.choice, Quot.sound]
'TwoNodeEnergyEstimate.twoNode_below_every_trial_state' depends on axioms: [propext, Classical.choice, Quot.sound]
```

The statements concern one orbital, so that K is a number and not a matrix, with real amplitudes and parameters a, v_i, d_i that don't depend on energy. Interactions between electrons and a continuum of eliminated states lie beyond this model.
